# The one-particle entropy of a pure two-fermion state in finitely many spin orbitals is at least log 2, with equality exactly when the one-matrix is idempotent

Put two fermions in two orthonormal spin orbitals. Antisymmetry leaves one free amplitude $c$:

$$C=\begin{pmatrix}0&c\\-c&0\end{pmatrix},\qquad 2|c|^2=1,\qquad CC^*=\begin{pmatrix}1/2&0\\0&1/2\end{pmatrix}.$$

What the first row holds, the second holds again with the opposite sign, so neither can carry more than half of the weight. Here $CC^*$ is the one-particle density matrix with trace one, and the entropy of its eigenvalues is $-2\cdot\tfrac12\log\tfrac12=\log 2$. The one-matrix is $2CC^*$, with trace two; in this example it is the identity, which is idempotent. With more orbitals the same repetition still caps every eigenvalue of $CC^*$ at $1/2$, and this keeps the entropy from falling below $\log 2$.

## States, weights and entropy

The finite type `n` labels the spin orbitals.

```lean
import Mathlib

open Matrix

namespace TwoElectronEntropy

noncomputable section

variable {n : Type*} [Fintype n] [DecidableEq n]
```

A pure state $\sum_{ij}C_{ij}\,|i\rangle\otimes|j\rangle$ of two fermions has $C^T=-C$ and $\sum_{ij}|C_{ij}|^2=1$. The sum runs over all ordered pairs $(i,j)$.

```lean
/-- A normalised two-fermion state, given by its antisymmetric matrix of amplitudes. -/
structure IsPairState (C : Matrix n n ℂ) : Prop where
  antisymm : Cᵀ = -C
  normalized : ∑ i, ∑ j, ‖C i j‖ ^ 2 = 1
```

Tracing out one particle leaves the density matrix $CC^*$, where the star is the conjugate transpose, `ᴴ` in Lean. It is Hermitian because $(CC^*)^*=CC^*$.

```lean
omit [DecidableEq n] in
/-- The matrix `C C*` is Hermitian. -/
theorem density_isHermitian (C : Matrix n n ℂ) : (C * Cᴴ).IsHermitian := by
  rw [Matrix.IsHermitian, conjTranspose_mul, conjTranspose_conjTranspose]
```

It therefore has real eigenvalues $p_i$, called `weight C i`.

```lean
/-- The eigenvalues `p i` of `C C*`. -/
def weight (C : Matrix n n ℂ) (i : n) : ℝ := (density_isHermitian C).eigenvalues i
```

The entropy is $S=-\sum_i p_i\log p_i$ with the natural logarithm. An empty orbital contributes zero: `Real.log 0` is a real number in Lean, and it is multiplied by $p_i=0$.

```lean
/-- The one-particle entropy `-∑ p log p` of the eigenvalues of `C C*`. -/
def entropy (C : Matrix n n ℂ) : ℝ := -∑ i, weight C i * Real.log (weight C i)
```

The one-matrix $g=2CC^*$ is normalised to the particle number, so its eigenvalues are the occupation numbers $2p_i$. The entropy uses the $p_i$, which sum to one.

```lean
/-- The one-matrix `g = 2 C C*`. -/
def oneMatrix (C : Matrix n n ℂ) : Matrix n n ℂ := (2 : ℂ) • (C * Cᴴ)
```

## No natural spin orbital holds more than half

For any matrix $A$, $(AA^*)_{ii}=\sum_j A_{ij}\overline{A_{ij}}=\sum_j|A_{ij}|^2$, the weight of row $i$.

```lean
omit [DecidableEq n] in
/-- A diagonal entry of `A A*` is the total weight of the corresponding row of `A`. -/
theorem density_diag (A : Matrix n n ℂ) (i : n) :
    (A * Aᴴ) i i = ((∑ j, ‖A i j‖ ^ 2 : ℝ) : ℂ) := by
  simp [Matrix.mul_apply, Complex.mul_conj, Complex.normSq_eq_norm_sq]
```

The spectral theorem gives a unitary $U$, whose columns are the natural orbitals, with $CC^*=UDU^*$ and $D=\mathrm{diag}(p_i)$. The code checks $CC^*U=UD$ column by column, then multiplies by $U^*$ on the right.

```lean
/-- A unitary matrix of natural orbitals diagonalises `C C*`. -/
theorem natural_orbitals (C : Matrix n n ℂ) : ∃ U : Matrix n n ℂ, Uᴴ * U = 1 ∧ U * Uᴴ = 1 ∧
    C * Cᴴ = U * diagonal (fun i => (weight C i : ℂ)) * Uᴴ := by
  let h := density_isHermitian C
  let U : Matrix n n ℂ := h.eigenvectorUnitary
  have h1 : Uᴴ * U = 1 := mem_unitaryGroup_iff'.mp h.eigenvectorUnitary.2
  have h2 : U * Uᴴ = 1 := mem_unitaryGroup_iff.mp h.eigenvectorUnitary.2
  -- the eigenvalue equation, column by column
  have key : (C * Cᴴ) * U = U * diagonal (fun i => (weight C i : ℂ)) := by
    ext i j
    have e : ((C * Cᴴ) *ᵥ (h.eigenvectorBasis j).ofLp) i
        = (h.eigenvalues j : ℂ) * (h.eigenvectorBasis j).ofLp i := by
      rw [h.mulVec_eigenvectorBasis j]
      simp
    rw [Matrix.mul_diagonal]
    exact e.trans (mul_comm _ _)
  refine ⟨U, h1, h2, ?_⟩
  rw [← key, mul_assoc, h2, mul_one]
```

Let $A$ be antisymmetric. Then $A_{ii}=0$ and $|A_{ik}|=|A_{ki}|$, so

$$\sum_j|A_{ij}|^2=\sum_{k\ne i}|A_{ki}|^2\le\sum_{k\ne i}\sum_j|A_{kj}|^2 .$$

Adding the weight of row $i$ to both sides shows that twice this weight is at most the total.

```lean
omit [DecidableEq n] in
/-- In an antisymmetric matrix no row carries more than half of the total weight. -/
theorem row_le_half {A : Matrix n n ℂ} (hA : Aᵀ = -A) (i : n) :
    2 * ∑ j, ‖A i j‖ ^ 2 ≤ ∑ k, ∑ j, ‖A k j‖ ^ 2 := by
  classical
  have hs : ∀ a b, A b a = -A a b := fun a b => congrFun (congrFun hA a) b
  have h0 : A i i = 0 := by linear_combination (1 / 2 : ℂ) * hs i i
  have e1 := Finset.add_sum_erase Finset.univ (fun k => ∑ j, ‖A k j‖ ^ 2) (Finset.mem_univ i)
  have e2 := Finset.add_sum_erase Finset.univ (fun j => ‖A i j‖ ^ 2) (Finset.mem_univ i)
  -- each entry of row `i` reappears, up to sign, in another row
  have e3 : ∑ k ∈ Finset.univ.erase i, ‖A i k‖ ^ 2
      ≤ ∑ k ∈ Finset.univ.erase i, ∑ j, ‖A k j‖ ^ 2 := by
    refine Finset.sum_le_sum fun k _ => ?_
    rw [hs k i, norm_neg]
    exact Finset.single_le_sum (f := fun j => ‖A k j‖ ^ 2)
      (fun j _ => sq_nonneg _) (Finset.mem_univ i)
  simp only [h0, norm_zero] at e1 e2
  linarith
```

To apply this to the eigenvalues, write the amplitudes in natural orbitals: $A=U^*C\,\overline U$, with $\overline U$ named `W`. This matrix is again antisymmetric, and since $\overline U\,\overline U^{*}=1$,

$$AA^*=U^*CC^*U=D .$$

Hence $p_i=\sum_j|A_{ij}|^2\ge0$. The trace of $CC^*$ gives $\sum_i p_i=1$, and the row bound becomes $2p_i\le1$.

```lean
/-- For a pair state the eigenvalues of `C C*` sum to one and lie between `0` and `1/2`. -/
theorem weight_bounds {C : Matrix n n ℂ} (hC : IsPairState C) :
    ∑ i, weight C i = 1 ∧ ∀ i, 0 ≤ weight C i ∧ weight C i ≤ 1 / 2 := by
  obtain ⟨U, h1, h2, hD⟩ := natural_orbitals C
  have hsum : ∑ i, weight C i = 1 := by
    have t1 : (C * Cᴴ).trace = ((∑ i, ∑ j, ‖C i j‖ ^ 2 : ℝ) : ℂ) := by
      rw [Complex.ofReal_sum]
      exact Finset.sum_congr rfl fun i _ => density_diag C i
    rw [hC.normalized, hD, trace_mul_comm, ← mul_assoc, h1, one_mul, trace_diagonal] at t1
    exact_mod_cast t1
  -- the amplitudes in the basis of natural orbitals
  let W : Matrix n n ℂ := (Uᴴ)ᵀ
  have hW : W * Wᴴ = 1 := by
    have e : Wᴴ = Uᵀ := by
      ext i j
      simp [W]
    rw [e, ← transpose_mul, h2, transpose_one]
  let A : Matrix n n ℂ := Uᴴ * C * W
  have hA : Aᵀ = -A := by
    change (Uᴴ * C * (Uᴴ)ᵀ)ᵀ = -(Uᴴ * C * (Uᴴ)ᵀ)
    rw [transpose_mul, transpose_mul, transpose_transpose, hC.antisymm]
    noncomm_ring
  have hAA : A * Aᴴ = diagonal (fun i => (weight C i : ℂ)) := by
    have e : Aᴴ = Wᴴ * (Cᴴ * U) := by
      change (Uᴴ * C * W)ᴴ = _
      rw [conjTranspose_mul, conjTranspose_mul, conjTranspose_conjTranspose]
    calc A * Aᴴ = Uᴴ * C * (W * Wᴴ) * (Cᴴ * U) := by
          rw [e]; simp only [A, mul_assoc]
      _ = Uᴴ * (C * Cᴴ) * U := by rw [hW, mul_one]; simp only [mul_assoc]
      _ = (Uᴴ * U) * diagonal (fun i => (weight C i : ℂ)) * (Uᴴ * U) := by
          rw [hD]; simp only [mul_assoc]
      _ = _ := by rw [h1, one_mul, mul_one]
  have hrow : ∀ i, weight C i = ∑ j, ‖A i j‖ ^ 2 := by
    intro i
    have e := density_diag A i
    rw [hAA, diagonal_apply_eq] at e
    exact Complex.ofReal_injective e
  refine ⟨hsum, fun i => ⟨?_, ?_⟩⟩
  · rw [hrow i]
    positivity
  · have b := row_le_half hA i
    simp only [← hrow] at b
    linarith
```

## From the cap to the entropy

For $0<p\le1/2$,

$$-p\log p-p\log2=-p\log(2p)\ge0,$$

with equality only if $2p=1$. At $p=0$ both terms vanish.

```lean
/-- For `0 ≤ p ≤ 1/2` one has `p log 2 ≤ -p log p`, with equality exactly at `0` and `1/2`. -/
theorem entropy_term {p : ℝ} (h0 : 0 ≤ p) (h1 : p ≤ 1 / 2) :
    p * Real.log 2 ≤ -(p * Real.log p) ∧
      (p * Real.log 2 = -(p * Real.log p) ↔ p = 0 ∨ p = 1 / 2) := by
  rcases h0.eq_or_lt with rfl | hp
  · simp
  have hl : Real.log (2 * p) = Real.log 2 + Real.log p :=
    Real.log_mul two_ne_zero hp.ne'
  have hn : Real.log (2 * p) ≤ 0 := Real.log_nonpos (by linarith) (by linarith)
  refine ⟨by nlinarith, fun h => Or.inr ?_, ?_⟩
  · have hz : p * Real.log (2 * p) = 0 := by rw [hl]; linarith
    have := Real.eq_one_of_pos_of_log_eq_zero (by linarith)
      ((mul_eq_zero.mp hz).resolve_left hp.ne')
    linarith
  · rintro (h | h)
    · exact absurd h hp.ne'
    · have : Real.log (2 * p) = 0 := by rw [h]; norm_num
      have hz : Real.log 2 = -Real.log p := by linarith
      rw [hz]; ring
```

Equality in every term thus means $p_i\in\{0,1/2\}$ for all $i$. Since $g=U(2D)U^*$, the condition $g^2=g$ is equivalent to $(2D)^2=2D$, that is $2p_i(2p_i-1)=0$ for each $i$, which is the same condition.

```lean
/-- The one-matrix is idempotent exactly when every eigenvalue of `C C*` is `0` or `1/2`. -/
theorem idempotent_iff (C : Matrix n n ℂ) :
    oneMatrix C * oneMatrix C = oneMatrix C ↔ ∀ i, weight C i = 0 ∨ weight C i = 1 / 2 := by
  obtain ⟨U, h1, h2, hD⟩ := natural_orbitals C
  let E : Matrix n n ℂ := diagonal (fun i => 2 * (weight C i : ℂ))
  have hE : (2 : ℂ) • diagonal (fun i => (weight C i : ℂ)) = E := by
    ext i j
    by_cases h : i = j
    · subst h; simp [E]
    · simp [E, h]
  have hg : oneMatrix C = U * E * Uᴴ := by
    rw [oneMatrix, hD, ← hE, Matrix.mul_smul, Matrix.smul_mul]
  have hgg : oneMatrix C * oneMatrix C = U * (E * E) * Uᴴ := by
    calc _ = U * E * (Uᴴ * U) * E * Uᴴ := by rw [hg]; simp only [mul_assoc]
      _ = _ := by rw [h1, mul_one]; simp only [mul_assoc]
  have undo : ∀ X : Matrix n n ℂ, Uᴴ * (U * X * Uᴴ) * U = X := fun X => by
    calc _ = (Uᴴ * U) * X * (Uᴴ * U) := by simp only [mul_assoc]
      _ = X := by rw [h1, one_mul, mul_one]
  constructor
  · intro h i
    rw [hgg, hg] at h
    have hEE : E * E = E := by rw [← undo (E * E), h, undo]
    have e := congrFun (congrFun hEE i) i
    simp only [E, diagonal_mul_diagonal, diagonal_apply_eq] at e
    have r : 2 * weight C i * (2 * weight C i) = 2 * weight C i := by exact_mod_cast e
    have z : weight C i * (2 * weight C i - 1) = 0 := by linear_combination r / 2
    rcases mul_eq_zero.mp z with z | z
    · exact Or.inl z
    · exact Or.inr (by linarith)
  · intro h
    have hEE : E * E = E := by
      simp only [E, diagonal_mul_diagonal]
      congr 1
      funext i
      rcases h i with h | h <;> rw [h] <;> norm_num
    rw [hgg, hEE, hg]
```

Summing the one-term inequality gives

$$S\ge\sum_i p_i\log2=\log2 .$$

Two sums ordered term by term are equal only if all their terms are; `Finset.sum_eq_sum_iff_of_le` supplies this, and the previous lemma turns it into $g^2=g$.

```lean
/-- The one-particle entropy of a pair state is at least `log 2`, with equality exactly when
the one-matrix `g = 2 C C*` satisfies `g² = g`. -/
theorem log_two_le_entropy {C : Matrix n n ℂ} (hC : IsPairState C) :
    Real.log 2 ≤ entropy C ∧
      (entropy C = Real.log 2 ↔ oneMatrix C * oneMatrix C = oneMatrix C) := by
  obtain ⟨hsum, hb⟩ := weight_bounds hC
  have hS : entropy C = ∑ i, -(weight C i * Real.log (weight C i)) := by
    rw [entropy, Finset.sum_neg_distrib]
  have hL : Real.log 2 = ∑ i, weight C i * Real.log 2 := by
    rw [← Finset.sum_mul, hsum, one_mul]
  have hle : ∀ i ∈ Finset.univ, weight C i * Real.log 2
      ≤ -(weight C i * Real.log (weight C i)) :=
    fun i _ => (entropy_term (hb i).1 (hb i).2).1
  constructor
  · rw [hS, hL]
    exact Finset.sum_le_sum hle
  · -- equality of the sums forces equality term by term
    rw [idempotent_iff, eq_comm, hS, hL, Finset.sum_eq_sum_iff_of_le hle]
    exact ⟨fun h i => (entropy_term (hb i).1 (hb i).2).2.mp (h i (Finset.mem_univ i)),
      fun h i _ => (entropy_term (hb i).1 (hb i).2).2.mpr (h i)⟩
```

For a pure two-electron state in a finite basis, $S-\log2$ therefore vanishes exactly when every natural spin orbital has occupation $0$ or $1$. The theorem does not treat mixed states or larger particle numbers.

## Slater determinants reach the bound

For orbitals $u$ and $v$ the determinant has amplitudes $C=(uv^T-vu^T)/\sqrt2$.

```lean
/-- The amplitudes `(u vᵀ - v uᵀ)/√2` of the Slater determinant of orbitals `u` and `v`. -/
def slater (u v : n → ℂ) : Matrix n n ℂ :=
  (((√2 : ℝ) : ℂ)⁻¹) • (vecMulVec u v - vecMulVec v u)
```

The hypotheses `u ⬝ᵥ star u = 1`, `v ⬝ᵥ star v = 1` and `u ⬝ᵥ star v = 0` express orthonormality. Multiplying out, the cross terms vanish and

$$g=2CC^*=uu^*+vv^* ,$$

the projector onto the two orbitals. Its trace is $2=2\sum_{ij}|C_{ij}|^2$, which gives the normalisation. Orthonormality also gives $g^2=g$, so the equality case yields $S=\log2$.

```lean
/-- The Slater determinant of two orthonormal orbitals is a pair state of entropy `log 2`. -/
theorem slater_entropy {u v : n → ℂ} (hu : u ⬝ᵥ star u = 1) (hv : v ⬝ᵥ star v = 1)
    (huv : u ⬝ᵥ star v = 0) : IsPairState (slater u v) ∧ entropy (slater u v) = Real.log 2 := by
  have hvu : v ⬝ᵥ star u = 0 := by
    have e : v ⬝ᵥ star u = star (u ⬝ᵥ star v) := by simp [dotProduct, mul_comm]
    rw [e, huv, star_zero]
  have hm : ∀ a b c d : n → ℂ,
      vecMulVec a b * vecMulVec c d = (b ⬝ᵥ c) • vecMulVec a d := by
    intro a b c d
    ext i j
    simp only [Matrix.mul_apply, vecMulVec_apply, Matrix.smul_apply, smul_eq_mul, dotProduct,
      Finset.sum_mul]
    exact Finset.sum_congr rfl fun k _ => by ring
  have hct : ∀ a b : n → ℂ, (vecMulVec a b)ᴴ = vecMulVec (star b) (star a) := by
    intro a b
    ext i j
    simp [vecMulVec_apply, mul_comm]
  have hs : (2 : ℂ) * (((√2 : ℝ) : ℂ)⁻¹ * ((√2 : ℝ) : ℂ)⁻¹) = 1 := by
    rw [← mul_inv, ← Complex.ofReal_mul, Real.mul_self_sqrt (by norm_num)]
    norm_num
  have hst : star (((√2 : ℝ) : ℂ)⁻¹) = ((√2 : ℝ) : ℂ)⁻¹ := by simp
  -- the one-matrix is the projector onto the two orbitals
  have hg : oneMatrix (slater u v) = vecMulVec u (star u) + vecMulVec v (star v) := by
    rw [oneMatrix, slater, conjTranspose_smul, hst, conjTranspose_sub, hct, hct,
      Matrix.smul_mul, Matrix.mul_smul, smul_smul, smul_smul, mul_assoc (2 : ℂ), hs, one_smul,
      sub_mul, mul_sub, mul_sub, hm, hm, hm, hm, hu, hv, huv, hvu]
    module
  have hC : IsPairState (slater u v) := by
    refine ⟨?_, ?_⟩
    · ext i j
      simp only [slater, transpose_apply, Matrix.smul_apply, Matrix.sub_apply,
        Matrix.neg_apply, vecMulVec_apply, smul_eq_mul]
      ring
    · have t : (oneMatrix (slater u v)).trace
          = 2 * ((∑ i, ∑ j, ‖slater u v i j‖ ^ 2 : ℝ) : ℂ) := by
        rw [oneMatrix, trace_smul, smul_eq_mul, Complex.ofReal_sum]
        congr 1
        exact Finset.sum_congr rfl fun i _ => density_diag _ i
      have tv : ∀ a b : n → ℂ, (vecMulVec a b).trace = a ⬝ᵥ b := fun a b => rfl
      rw [hg, trace_add, tv, tv, hu, hv] at t
      have r : (1 : ℝ) + 1 = 2 * ∑ i, ∑ j, ‖slater u v i j‖ ^ 2 := by exact_mod_cast t
      linarith
  refine ⟨hC, (log_two_le_entropy hC).2.mpr ?_⟩
  rw [hg, add_mul, mul_add, mul_add, hm, hm, hm, hm, dotProduct_comm (star u) u,
    dotProduct_comm (star u) v, dotProduct_comm (star v) u, dotProduct_comm (star v) v,
    hu, hv, huv, hvu]
  module

end

end TwoElectronEntropy
```

```lean
#print axioms TwoElectronEntropy.log_two_le_entropy
-- 'TwoElectronEntropy.log_two_le_entropy' depends on axioms: [propext, Classical.choice, Quot.sound]
#print axioms TwoElectronEntropy.slater_entropy
-- 'TwoElectronEntropy.slater_entropy' depends on axioms: [propext, Classical.choice, Quot.sound]
```
